# Uniqueness of the real Ginzburg–Landau wall with a given node and bulk value 1 at +∞

An order parameter that vanishes on a plane inside a superconductor and recovers its bulk value far to one side is described here by a real function $f$ of one coordinate $x$, defined on the whole line. The problem is to find every shape that such a wall can have. The order parameter is measured in units of its bulk value and obeys

$$\xi^2 f'' + f - f^3 = 0 .$$

The coherence length $\xi$ sets the distance over which the order parameter recovers from a disturbance. A real $f$ allows a change of sign but no winding phase and no supercurrent, and the equation contains no magnetic field. The reduction of the complex, field-coupled Ginzburg–Landau equations to this real one is assumed.

In Lean, `SolvesGL ξ f` collects three statements: $f$ is differentiable, $f'$ (written `deriv f`) is differentiable, and the equation holds at every $x$. The sign of $\xi$ is left free in this definition, and part (h) makes use of that.

```lean
import Mathlib

open Filter Topology

namespace OrderParameterWall

/-- The real order parameter `f` is twice differentiable on the whole line and satisfies the
Ginzburg-Landau equation `ξ² f'' + f - f³ = 0`. The parameter `ξ` is any real number; when it is
positive it is the coherence length. -/
structure SolvesGL (ξ : ℝ) (f : ℝ → ℝ) : Prop where
  diff : Differentiable ℝ f
  diff2 : Differentiable ℝ (deriv f)
  eqn : ∀ x, ξ ^ 2 * deriv (deriv f) x + f x - f x ^ 3 = 0
```

The sheet also uses the combination

$$I(x) = \xi^2 f'(x)^2 - \tfrac12\bigl(1-f(x)^2\bigr)^2 ,$$

the gradient term minus the condensation term. It plays the part of the energy of a particle with position $f$ and time $x$.

```lean
/-- The first integral `ξ² f'² - (1 - f²)²/2`: gradient term minus condensation term. -/
noncomputable def firstIntegral (ξ : ℝ) (f : ℝ → ℝ) (x : ℝ) : ℝ :=
  ξ ^ 2 * deriv f x ^ 2 - (1 - f x ^ 2) ^ 2 / 2
```

## (a) Differentiating a square

Let $g$ have derivative $g'$ at $x$. Show that

$$(g^2)' = 2 g g' .$$

This is the product rule for $g\cdot g$. In Lean, `HasDerivAt g g' x` says that $g$ is differentiable at $x$ with derivative the number `g'`.

```lean
/-- The derivative of `g²` is `2 g g'`. -/
theorem hasDerivAt_sq {g : ℝ → ℝ} {g' x : ℝ} (h : HasDerivAt g g' x) :
    HasDerivAt (fun y => g y ^ 2) (2 * g x * g') x := by
  simpa using h.fun_pow 2
```

## (b) Linear equations with a zero

Let $w' = a w$ on the whole line, with $a$ continuous, and let $w(x_0)=0$ at some point $x_0$. Show that

$$w(x) = 0 \quad\text{for every } x .$$

Put $A(x)=\int_0^x a(t)\,dt$, so that $A'=a$. Then

$$\bigl(w e^{-A}\bigr)' = (a w - w a)e^{-A} = 0 .$$

The product $w e^{-A}$ is therefore constant. It is zero at $x_0$, hence zero everywhere, and the exponential never vanishes.

In Lean, the constancy of the product rests on Mathlib's `is_const_of_deriv_eq_zero`, which also drives part (c). It asks for two things: that the function is differentiable, and that its `deriv` is zero everywhere. The first is a real condition, because `deriv` is set to zero wherever no derivative exists, so a step function has `deriv` zero everywhere without being constant. A `HasDerivAt` statement with derivative `0` supplies both at once. Such statements are built from the differentiation rules, and `congr_deriv` then leaves only an algebraic identity between two forms of the derivative.

```lean
/-- A solution of the linear equation `w' = a w` with continuous coefficient `a` that vanishes
at one point vanishes everywhere. -/
theorem eq_zero_of_linear {a w : ℝ → ℝ} (ha : Continuous a)
    (hw : ∀ x, HasDerivAt w (a x * w x) x) {x₀ : ℝ} (h0 : w x₀ = 0) (x : ℝ) : w x = 0 := by
  obtain ⟨A, hA⟩ : ∃ A : ℝ → ℝ, ∀ y, HasDerivAt A (a y) y :=
    ⟨fun u => ∫ t in (0 : ℝ)..u, a t, fun y => (ha.integral_hasStrictDerivAt 0 y).hasDerivAt⟩
  -- the integrating factor makes the product constant
  have hd : ∀ y, HasDerivAt (fun y => w y * Real.exp (-A y)) 0 y := fun y =>
    ((hw y).fun_mul (hA y).fun_neg.exp).congr_deriv (by ring)
  have hc := is_const_of_deriv_eq_zero (fun y => (hd y).differentiableAt)
    (fun y => (hd y).deriv) x x₀
  simp only [h0, zero_mul] at hc
  exact (mul_eq_zero.mp hc).resolve_right (Real.exp_ne_zero _)
```

## (c) The first integral at two points

Let $f$ solve the Ginzburg–Landau equation. Show that for any $x$ and $y$

$$I(x) = I(y) .$$

By part (a) and the chain rule,

$$I' = 2\xi^2 f' f'' + 2 f f'(1-f^2) = 2f'\,\bigl(\xi^2 f'' + f - f^3\bigr) = 0 .$$

The factor $2f'$ is the one that multiplies the equation in the `linear_combination` call.

```lean
/-- Along a solution of the Ginzburg-Landau equation the first integral has the same value at
any two points. -/
theorem firstIntegral_const {ξ : ℝ} {f : ℝ → ℝ} (h : SolvesGL ξ f) (x y : ℝ) :
    firstIntegral ξ f x = firstIntegral ξ f y := by
  have hd : ∀ z, HasDerivAt (firstIntegral ξ f) 0 z := fun z => by
    have h1 := hasDerivAt_sq (h.diff z).hasDerivAt
    have h2 := hasDerivAt_sq (h.diff2 z).hasDerivAt
    have h3 := (h2.const_mul (ξ ^ 2)).fun_sub ((hasDerivAt_sq (h1.const_sub 1)).div_const 2)
    exact h3.congr_deriv (by linear_combination 2 * deriv f z * h.eqn z)
  exact is_const_of_deriv_eq_zero (fun z => (hd z).differentiableAt) (fun z => (hd z).deriv) x y
```

## (d) The value fixed by the bulk

Suppose in addition that $f\to 1$ as $x\to+\infty$, which Lean writes as `Tendsto f atTop (𝓝 1)`. Show that

$$I(x) = 0 \quad\text{for every } x .$$

Nothing has been assumed about $f'$ at infinity. For each $y$, however, the mean value theorem on $[y,y+1]$ gives a point $c(y)>y$ with

$$f'(c(y)) = f(y+1)-f(y) \to 1-1 = 0 \qquad (y\to+\infty).$$

Since $c(y)\to+\infty$, also $f(c(y))\to 1$, and so $I(c(y))\to \xi^2\cdot 0-\tfrac12(1-1)^2=0$. By part (c) this sequence of values is constant, so the constant is zero. In Lean, `choose` turns the points into a function `c`, and `tendsto_nhds_unique` compares the two limits.

```lean
/-- If a solution tends to the bulk value `1` at `+∞`, its first integral is zero. -/
theorem firstIntegral_eq_zero {ξ : ℝ} {f : ℝ → ℝ} (h : SolvesGL ξ f)
    (hlim : Tendsto f atTop (𝓝 1)) (x : ℝ) : firstIntegral ξ f x = 0 := by
  -- the mean value theorem supplies far-away points with small slope
  have hmv : ∀ y : ℝ, ∃ c, y < c ∧ deriv f c = f (y + 1) - f y := fun y => by
    obtain ⟨c, hc, hs⟩ := exists_deriv_eq_slope f (lt_add_one y)
      h.diff.continuous.continuousOn h.diff.differentiableOn
    exact ⟨c, hc.1, by rw [hs, add_sub_cancel_left, div_one]⟩
  choose c hc hs using hmv
  have hcT : Tendsto c atTop atTop := tendsto_atTop_mono (fun y => (hc y).le) tendsto_id
  have h1 : Tendsto (fun y => f (y + 1)) atTop (𝓝 1) :=
    hlim.comp (tendsto_atTop_add_const_right _ 1 tendsto_id)
  have hD : Tendsto (fun y => deriv f (c y)) atTop (𝓝 0) := by
    simp only [hs]
    simpa using h1.sub hlim
  have hF : Tendsto (fun y => f (c y)) atTop (𝓝 1) := hlim.comp hcT
  have hS : Tendsto (fun y => firstIntegral ξ f (c y)) atTop
      (𝓝 (ξ ^ 2 * 0 ^ 2 - (1 - 1 ^ 2) ^ 2 / 2)) :=
    ((hD.pow 2).const_mul (ξ ^ 2)).sub ((((hF.pow 2).const_sub 1).pow 2).div_const 2)
  have e : (fun y => firstIntegral ξ f (c y)) = fun _ => firstIntegral ξ f x :=
    funext fun y => firstIntegral_const h _ _
  rw [e] at hS
  rw [tendsto_nhds_unique tendsto_const_nhds hS]
  norm_num
```

## (e) From one point to the whole line

Let $\xi\neq0$, let $f$ solve the Ginzburg–Landau equation, and suppose that the relation below holds at one point $x_0$, which need not be a node. Show that it holds at every $x$:

$$\sqrt2\,\xi f' = 1-f^2 .$$

Let $D=\sqrt2\,\xi f'-(1-f^2)$. Substituting $\xi^2 f''=-f(1-f^2)$ gives

$$D' = \sqrt2\,\xi f''+2ff' = \frac{\sqrt2}{\xi} f\,\bigl[-(1-f^2)+\sqrt2\,\xi f'\bigr] = \frac{\sqrt2}{\xi} f\,D .$$

This is the linear equation of part (b) with $a=\sqrt2 f/\xi$, and $D(x_0)=0$. The number `k` in the code is $\sqrt2/\xi$.

```lean
/-- For `ξ ≠ 0`, a solution of the Ginzburg-Landau equation that satisfies the first-order
equation `√2 ξ f' = 1 - f²` at one point satisfies it everywhere. -/
theorem first_order_everywhere {ξ : ℝ} (hξ : ξ ≠ 0) {f : ℝ → ℝ} (h : SolvesGL ξ f) {x₀ : ℝ}
    (h0 : √2 * ξ * deriv f x₀ = 1 - f x₀ ^ 2) (x : ℝ) :
    √2 * ξ * deriv f x = 1 - f x ^ 2 := by
  obtain ⟨k, hk⟩ : ∃ k : ℝ, k * ξ = √2 := ⟨√2 / ξ, div_mul_cancel₀ _ hξ⟩
  have hs : √2 ^ 2 = (2 : ℝ) := Real.sq_sqrt (by norm_num)
  -- the defect of the first-order equation obeys a linear equation
  have hw : ∀ y, HasDerivAt (fun y => √2 * ξ * deriv f y - (1 - f y ^ 2))
      (k * f y * (√2 * ξ * deriv f y - (1 - f y ^ 2))) y := fun y => by
    have h1 := (hasDerivAt_sq (h.diff y).hasDerivAt).const_sub 1
    have h2 := ((h.diff2 y).hasDerivAt.const_mul (√2 * ξ)).fun_sub h1
    refine h2.congr_deriv (mul_left_cancel₀ hξ ?_)
    linear_combination √2 * h.eqn y - f y * (√2 * ξ * deriv f y - 1 + f y ^ 2) * hk
      - ξ * f y * deriv f y * hs
  exact sub_eq_zero.mp (eq_zero_of_linear (a := fun y => k * f y)
    (continuous_const.mul h.diff.continuous) hw (sub_eq_zero.mpr h0) x)
```

## (f) The derivative of tanh

Show that

$$\tanh' = 1-\tanh^2 .$$

The quotient rule for $\sinh/\cosh$ gives $(\cosh^2-\sinh^2)/\cosh^2$, which is $1-\tanh^2$.

```lean
/-- The derivative of `tanh` is `1 - tanh²`. -/
theorem hasDerivAt_tanh_sq (y : ℝ) : HasDerivAt Real.tanh (1 - Real.tanh y ^ 2) y := by
  have e : Real.tanh = fun y => Real.sinh y / Real.cosh y :=
    funext Real.tanh_eq_sinh_div_cosh
  have hc : Real.cosh y ≠ 0 := (Real.cosh_pos y).ne'
  rw [e]
  refine ((Real.hasDerivAt_sinh y).fun_div (Real.hasDerivAt_cosh y) hc).congr_deriv ?_
  rw [div_pow, eq_sub_iff_add_eq, ← add_div, div_eq_one_iff_eq (pow_ne_zero 2 hc)]
  ring
```

## (g) Solving the first-order equation

Let $m\neq0$, let $f$ be differentiable with $m f'=1-f^2$ on the whole line, and let $f(x_0)=0$. Show that

$$f(x)=\tanh\frac{x-x_0}{m} .$$

Call the right-hand side $T(x)$. By part (f), $mT'=1-T^2$, so

$$(f-T)' = \frac{T^2-f^2}{m} = -\frac{f+T}{m}\,(f-T) .$$

The difference vanishes at $x_0$, and part (b) makes it vanish everywhere. Separating variables divides by $1-f^2$, so possible points with $f=\pm1$ would need an extra argument; this comparison avoids that division.

```lean
/-- For `m ≠ 0`, a differentiable solution of `m f' = 1 - f²` on the whole line with a node at
`x₀` is `tanh((x - x₀)/m)`. -/
theorem eq_tanh_of_first_order {m : ℝ} (hm : m ≠ 0) {f : ℝ → ℝ} (hf : Differentiable ℝ f)
    (h1 : ∀ x, m * deriv f x = 1 - f x ^ 2) {x₀ : ℝ} (h0 : f x₀ = 0) (x : ℝ) :
    f x = Real.tanh ((x - x₀) / m) := by
  have hT : ∀ y, HasDerivAt (fun y => Real.tanh ((y - x₀) / m))
      ((1 - Real.tanh ((y - x₀) / m) ^ 2) * (1 / m)) y := fun y => by
    have := (hasDerivAt_tanh_sq ((y - x₀) / m)).comp y
      (((hasDerivAt_id' y).sub_const x₀).div_const m)
    exact this
  have hTc : Continuous (fun y => Real.tanh ((y - x₀) / m)) :=
    continuous_iff_continuousAt.2 fun y => (hT y).continuousAt
  -- the difference of the two profiles obeys a linear equation
  have hw : ∀ y, HasDerivAt (fun y => f y - Real.tanh ((y - x₀) / m))
      (-(f y + Real.tanh ((y - x₀) / m)) / m * (f y - Real.tanh ((y - x₀) / m))) y := fun y => by
    have hp : deriv f y = (1 - f y ^ 2) / m := by
      rw [eq_div_iff hm]
      linear_combination h1 y
    refine ((hf y).hasDerivAt.fun_sub (hT y)).congr_deriv ?_
    rw [hp]
    ring
  exact sub_eq_zero.mp (eq_zero_of_linear
    (a := fun y => -(f y + Real.tanh ((y - x₀) / m)) / m)
    ((hf.continuous.add hTc).neg.div_const m) hw (x₀ := x₀) (by simp [h0]) x)
```

## (h) The shape of the wall

Let $\xi>0$, and let $f$ solve the Ginzburg–Landau equation with $f(x_0)=0$ and $f\to1$ at $+\infty$. Show that for every $x$

$$f(x)=\tanh\frac{x-x_0}{\sqrt2\,\xi} .$$

At the node, part (d) reads $\xi^2 f'(x_0)^2=\tfrac12$, so $\sqrt2\,\xi f'(x_0)=\pm1$.

With the plus sign, the relation of part (e) holds at $x_0$, hence everywhere, and part (g) with $m=\sqrt2\,\xi$ gives the claim.

With the minus sign, replace $\xi$ by $-\xi$. The Ginzburg–Landau equation contains only $\xi^2$, so $f$ still solves it, and now $\sqrt2(-\xi)f'(x_0)=1$. Parts (e) and (g) give $f(x)=\tanh\bigl(-(x-x_0)/(\sqrt2\,\xi)\bigr)$, which is at most $0$ for $x\ge x_0$. Its limit at $+\infty$ would then be at most $0$, which contradicts the limit $1$. In Lean this is the branch that starts with `exfalso`.

The theorem says that no other function qualifies; that the tanh profile itself solves the equation is a short substitution left to the reader.

The limit cannot be weakened to $|f|\to1$: the reversed wall $-\tanh\bigl((x-x_0)/(\sqrt2\,\xi)\bigr)$ solves the same equation, has the same node and satisfies that weaker condition.

For a field-free, one-dimensional, real order parameter, the formula gives a reference profile with which a numerical Ginzburg–Landau solution can be compared.

```lean
/-- Uniqueness of the wall: for `ξ > 0`, a solution of the Ginzburg-Landau equation with a node
at `x₀` that tends to `1` at `+∞` is `tanh((x - x₀)/(√2 ξ))` on the whole line. -/
theorem wall_unique {ξ : ℝ} (hξ : 0 < ξ) {f : ℝ → ℝ} (h : SolvesGL ξ f) {x₀ : ℝ}
    (h0 : f x₀ = 0) (hlim : Tendsto f atTop (𝓝 1)) (x : ℝ) :
    f x = Real.tanh ((x - x₀) / (√2 * ξ)) := by
  have hs : √2 ^ 2 = (2 : ℝ) := Real.sq_sqrt (by norm_num)
  have hm : 0 < √2 * ξ := mul_pos (Real.sqrt_pos.2 (by norm_num)) hξ
  have hI := firstIntegral_eq_zero h hlim x₀
  rw [firstIntegral, h0] at hI
  -- the slope at the node is fixed up to its sign
  have hp : (√2 * ξ * deriv f x₀ - 1) * (√2 * ξ * deriv f x₀ + 1) = 0 := by
    linear_combination 2 * hI + ξ ^ 2 * deriv f x₀ ^ 2 * hs
  rcases mul_eq_zero.mp hp with hp | hp
  · exact eq_tanh_of_first_order hm.ne' h.diff
      (first_order_everywhere hξ.ne' h (x₀ := x₀) (by rw [h0]; linear_combination hp)) h0 x
  · -- the reversed wall is nonpositive to the right of the node
    exfalso
    have hn : SolvesGL (-ξ) f := ⟨h.diff, h.diff2, fun y => by rw [neg_sq]; exact h.eqn y⟩
    have hm' : √2 * (-ξ) < 0 := by linarith
    have hf := eq_tanh_of_first_order hm'.ne h.diff
      (first_order_everywhere (neg_ne_zero.2 hξ.ne') hn (x₀ := x₀)
        (by rw [h0]; linear_combination -hp)) h0
    have hle : (1 : ℝ) ≤ 0 := le_of_tendsto hlim ((eventually_ge_atTop x₀).mono fun y hy => by
      rw [hf y, Real.tanh_eq_sinh_div_cosh]
      exact div_nonpos_of_nonpos_of_nonneg (Real.sinh_nonpos_iff.2
        (div_nonpos_of_nonneg_of_nonpos (sub_nonneg.2 hy) hm'.le)) (Real.cosh_pos _).le)
    linarith
```

## (i) Lengths in units of ξ

Let $f$ be twice differentiable with $f''+f-f^3=0$, $f(0)=0$ and $f\to1$ at $+\infty$. Show that for every $x$

$$f(x)=\tanh\frac{x}{\sqrt2} .$$

This is part (h) with $\xi=1$ and $x_0=0$. The Lean statement lists its hypotheses separately, so it can be read without `SolvesGL`.

```lean
/-- In units of the coherence length: a twice differentiable `f` with `f'' + f - f³ = 0`,
`f(0) = 0` and `f → 1` at `+∞` is `tanh(x/√2)`. -/
theorem wall_unique_dimensionless {f : ℝ → ℝ} (hf : Differentiable ℝ f)
    (hf' : Differentiable ℝ (deriv f)) (heq : ∀ x, deriv (deriv f) x + f x - f x ^ 3 = 0)
    (h0 : f 0 = 0) (hlim : Tendsto f atTop (𝓝 1)) (x : ℝ) : f x = Real.tanh (x / √2) := by
  have h : SolvesGL 1 f := ⟨hf, hf', fun y => by rw [one_pow, one_mul]; exact heq y⟩
  have := wall_unique one_pos h h0 hlim x
  rwa [sub_zero, mul_one] at this
```

## (j) The far side of the wall

Under the hypotheses of part (h), show that

$$f(x)\to-1 \quad\text{as } x\to-\infty .$$

Since tanh is odd, part (h) gives $f(x)=-f(2x_0-x)$. As $x\to-\infty$, the argument $2x_0-x$ tends to $+\infty$, and the right-hand side tends to $-1$. The phase difference of $\pi$ between the two sides is thus a consequence of the node and the limit on the right.

```lean
/-- For `ξ > 0`, a solution with a node that tends to `1` at `+∞` tends to `-1` at `-∞`. -/
theorem opposite_phase {ξ : ℝ} (hξ : 0 < ξ) {f : ℝ → ℝ} (h : SolvesGL ξ f) {x₀ : ℝ}
    (h0 : f x₀ = 0) (hlim : Tendsto f atTop (𝓝 1)) : Tendsto f atBot (𝓝 (-1)) := by
  -- the profile is odd about its node
  have hodd : f = fun x => -f (2 * x₀ + -x) := funext fun x => by
    rw [wall_unique hξ h h0 hlim x, wall_unique hξ h h0 hlim (2 * x₀ + -x), ← Real.tanh_neg]
    congr 1
    ring
  rw [hodd]
  exact (hlim.comp (tendsto_atTop_add_const_left _ (2 * x₀) tendsto_neg_atBot_atTop)).neg
```

## (k) Counting the nodes

Let $\xi>0$, and let $f$ solve the Ginzburg–Landau equation with $f\to1$ at $+\infty$. If $f(x_0)=0$ and $f(x_1)=0$, show that

$$x_1=x_0 .$$

Part (h), with node $x_0$, gives $\tanh\bigl((x_1-x_0)/(\sqrt2\,\xi)\bigr)=0$. The hyperbolic sine vanishes only at zero, so $x_1-x_0=0$. A solution without a node, such as $f=1$, is consistent with this statement.

```lean
/-- For `ξ > 0`, a solution that tends to `1` at `+∞` has at most one node. -/
theorem node_unique {ξ : ℝ} (hξ : 0 < ξ) {f : ℝ → ℝ} (h : SolvesGL ξ f)
    (hlim : Tendsto f atTop (𝓝 1)) {x₀ x₁ : ℝ} (h0 : f x₀ = 0) (h1 : f x₁ = 0) : x₁ = x₀ := by
  have hm : √2 * ξ ≠ 0 := (mul_pos (Real.sqrt_pos.2 (by norm_num)) hξ).ne'
  rw [wall_unique hξ h h0 hlim x₁, Real.tanh_eq_sinh_div_cosh] at h1
  have h2 := Real.sinh_eq_zero.1 ((div_eq_zero_iff.1 h1).resolve_right (Real.cosh_pos _).ne')
  exact sub_eq_zero.1 ((div_eq_zero_iff.1 h2).resolve_right hm)

end OrderParameterWall
```

```lean
#print axioms OrderParameterWall.wall_unique
-- 'OrderParameterWall.wall_unique' depends on axioms: [propext, Classical.choice, Quot.sound]
#print axioms OrderParameterWall.wall_unique_dimensionless
-- 'OrderParameterWall.wall_unique_dimensionless' depends on axioms: [propext, Classical.choice, Quot.sound]
#print axioms OrderParameterWall.opposite_phase
-- 'OrderParameterWall.opposite_phase' depends on axioms: [propext, Classical.choice, Quot.sound]
#print axioms OrderParameterWall.node_unique
-- 'OrderParameterWall.node_unique' depends on axioms: [propext, Classical.choice, Quot.sound]
```
